# The Hylleraas minimum without lower-level amplitudes is the second-order energy minus the lower-level contribution

Take a state $n$ with a single other level, lying a gap $d>0$ below it and coupled to it by $v$: the Hylleraas functional is then $-dx^2+2vx$, whose stationary value $v^2/d$ is the second-order energy and is a maximum. Forcing $x=0$ on that level gives the value $0$, which is too low by exactly $v^2/d$, and with any finite number of levels the same deficit arises from each level below $n$, provided that no other level is degenerate with $n$.

```lean
import Mathlib

open Finset

namespace ExcitedStateHylleraas

noncomputable section

variable {ι : Type*}

/-- The first-order amplitude of level `k` in the perturbed state `n`. -/
def amplitude (e v : ι → ℝ) (n k : ι) : ℝ := v k / (e n - e k)

/-- The first-order amplitudes kept on the levels above `e n` and set to zero elsewhere. -/
def upperAmplitude (e v : ι → ℝ) (n k : ι) : ℝ :=
  if e n < e k then amplitude e v n k else 0

/-- The trial amplitudes `x` vanish on every level below `e n`. -/
def VanishesBelow (e : ι → ℝ) (n : ι) (x : ι → ℝ) : Prop :=
  ∀ k, e k < e n → x k = 0

/-- Completing the square for a single level with energy denominator `d`. -/
theorem complete_square (d v x : ℝ) (hd : d ≠ 0) :
    -d * x ^ 2 + 2 * v * x = v ^ 2 / d - d * (x - v / d) ^ 2 := by
  field_simp
  ring

/-- For trial amplitudes vanishing below `e n`, each gap-weighted squared deviation from the
upper first-order amplitudes is non-negative. -/
theorem deviation_nonneg (e v : ι → ℝ) (n : ι) {x : ι → ℝ} (hx : VanishesBelow e n x) (k : ι) :
    0 ≤ (e k - e n) * (x k - upperAmplitude e v n k) ^ 2 := by
  rcases lt_or_ge (e k) (e n) with hlt | hge
  · have hp : upperAmplitude e v n k = 0 := by
      simp [upperAmplitude, not_lt.mpr hlt.le]
    rw [hx k hlt, hp]
    simp
  · exact mul_nonneg (sub_nonneg.mpr hge) (sq_nonneg _)

variable [Fintype ι] [DecidableEq ι]

/-- The Hylleraas functional of state `n` for trial amplitudes `x` on the other levels. -/
def hylleraas (e v : ι → ℝ) (n : ι) (x : ι → ℝ) : ℝ :=
  ∑ k ∈ univ.erase n, ((e k - e n) * x k ^ 2 + 2 * v k * x k)

/-- The full second-order energy of state `n`. -/
def secondOrder (e v : ι → ℝ) (n : ι) : ℝ :=
  ∑ k ∈ univ.erase n, v k ^ 2 / (e n - e k)

omit [DecidableEq ι] in
/-- The part of the second-order energy that comes from the levels below `e n`. -/
def lowerPart (e v : ι → ℝ) (n : ι) : ℝ :=
  ∑ k ∈ univ.filter (fun k => e k < e n), v k ^ 2 / (e n - e k)

/-- The Hylleraas functional is the second-order energy plus the squared deviations from the
first-order amplitudes, each weighted by its energy gap. -/
theorem hylleraas_eq (e v : ι → ℝ) (n : ι) (h : ∀ k, k ≠ n → e k ≠ e n) (x : ι → ℝ) :
    hylleraas e v n x = secondOrder e v n +
      ∑ k ∈ univ.erase n, (e k - e n) * (x k - amplitude e v n k) ^ 2 := by
  unfold hylleraas secondOrder amplitude
  rw [← Finset.sum_add_distrib]
  refine Finset.sum_congr rfl fun k hk => ?_
  have hd : e n - e k ≠ 0 := sub_ne_zero.mpr (h k (Finset.ne_of_mem_erase hk)).symm
  linear_combination complete_square (e n - e k) (v k) (x k) hd

/-- For trial amplitudes vanishing below `e n`, the functional is the second-order energy without
its lower-level part, plus gap-weighted squared deviations from the upper amplitudes. -/
theorem hylleraas_eq_of_vanishesBelow (e v : ι → ℝ) (n : ι) (h : ∀ k, k ≠ n → e k ≠ e n)
    {x : ι → ℝ} (hx : VanishesBelow e n x) :
    hylleraas e v n x = secondOrder e v n - lowerPart e v n +
      ∑ k ∈ univ.erase n, (e k - e n) * (x k - upperAmplitude e v n k) ^ 2 := by
  -- write the lower part as a sum over all levels other than `n`
  have hL : lowerPart e v n =
      ∑ k ∈ univ.erase n, if e k < e n then v k ^ 2 / (e n - e k) else 0 := by
    unfold lowerPart
    rw [← Finset.sum_filter]
    refine Finset.sum_congr ?_ fun _ _ => rfl
    ext k
    simp only [Finset.mem_filter, Finset.mem_erase, Finset.mem_univ, true_and, and_true]
    exact ⟨fun hk => ⟨fun hkn => by rw [hkn] at hk; exact lt_irrefl _ hk, hk⟩, fun hk => hk.2⟩
  rw [hL]
  unfold hylleraas secondOrder
  rw [← Finset.sum_sub_distrib, ← Finset.sum_add_distrib]
  refine Finset.sum_congr rfl fun k hk => ?_
  have hne := h k (Finset.ne_of_mem_erase hk)
  by_cases hlt : e k < e n
  · have hp : upperAmplitude e v n k = 0 := by
      simp [upperAmplitude, not_lt.mpr hlt.le]
    rw [if_pos hlt, hx k hlt, hp]
    ring
  · have hgt : e n < e k := lt_of_le_of_ne (not_lt.mp hlt) hne.symm
    have hp : upperAmplitude e v n k = v k / (e n - e k) := by
      simp [upperAmplitude, amplitude, hgt]
    rw [if_neg hlt, hp]
    linear_combination complete_square (e n - e k) (v k) (x k) (sub_ne_zero.mpr hne.symm)

/-- The minimum of the Hylleraas functional over amplitudes vanishing below `e n` is attained, and
lies below the full second-order energy by exactly the lower-level part. -/
theorem isLeast_hylleraas (e v : ι → ℝ) (n : ι) (h : ∀ k, k ≠ n → e k ≠ e n) :
    IsLeast (hylleraas e v n '' {x | VanishesBelow e n x})
      (secondOrder e v n - lowerPart e v n) := by
  constructor
  · have hp : VanishesBelow e n (upperAmplitude e v n) := fun k hk => by
      simp [upperAmplitude, not_lt.mpr hk.le]
    refine ⟨upperAmplitude e v n, hp, ?_⟩
    rw [hylleraas_eq_of_vanishesBelow e v n h hp]
    simp
  · rintro _ ⟨x, hx, rfl⟩
    rw [hylleraas_eq_of_vanishesBelow e v n h hx]
    have := Finset.sum_nonneg fun k (_ : k ∈ univ.erase n) => deviation_nonneg e v n hx k
    linarith

/-- Constrained trial amplitudes that reach the minimum equal the upper first-order amplitudes on
every level other than `n`. -/
theorem minimiser_unique (e v : ι → ℝ) (n : ι) (h : ∀ k, k ≠ n → e k ≠ e n)
    {x : ι → ℝ} (hx : VanishesBelow e n x)
    (hmin : hylleraas e v n x = secondOrder e v n - lowerPart e v n) (k : ι) (hk : k ≠ n) :
    x k = upperAmplitude e v n k := by
  rw [hylleraas_eq_of_vanishesBelow e v n h hx] at hmin
  have h0 : ∑ k ∈ univ.erase n, (e k - e n) * (x k - upperAmplitude e v n k) ^ 2 = 0 := by
    linarith
  -- a vanishing sum of non-negative terms vanishes term by term
  have hz := (Finset.sum_eq_zero_iff_of_nonneg fun k _ => deviation_nonneg e v n hx k).mp h0 k
    (Finset.mem_erase.mpr ⟨hk, Finset.mem_univ k⟩)
  have hs := (mul_eq_zero.mp hz).resolve_left (sub_ne_zero.mpr (h k hk))
  exact sub_eq_zero.mp (pow_eq_zero_iff (two_ne_zero)|>.mp hs)

/-- The constrained minimum equals the full second-order energy exactly when the couplings to all
levels below `e n` vanish. -/
theorem isLeast_secondOrder_iff (e v : ι → ℝ) (n : ι) (h : ∀ k, k ≠ n → e k ≠ e n) :
    IsLeast (hylleraas e v n '' {x | VanishesBelow e n x}) (secondOrder e v n) ↔
      ∀ k, e k < e n → v k = 0 := by
  constructor
  · intro hl k hk
    have hu := hl.unique (isLeast_hylleraas e v n h)
    have h0 : lowerPart e v n = 0 := by linarith
    unfold lowerPart at h0
    have hz := (Finset.sum_eq_zero_iff_of_nonneg fun j hj =>
      div_nonneg (sq_nonneg (v j)) (sub_nonneg.mpr (Finset.mem_filter.mp hj).2.le)).mp h0 k
      (Finset.mem_filter.mpr ⟨Finset.mem_univ k, hk⟩)
    have hs := (div_eq_zero_iff.mp hz).resolve_right (sub_pos.mpr hk).ne'
    exact (pow_eq_zero_iff (two_ne_zero)).mp hs
  · intro hv
    have h0 : lowerPart e v n = 0 := by
      unfold lowerPart
      refine Finset.sum_eq_zero fun k hk => ?_
      rw [hv k (Finset.mem_filter.mp hk).2]
      simp
    have hl := isLeast_hylleraas e v n h
    rwa [h0, sub_zero] at hl

/-- If some level lies below `e n`, the Hylleraas functional over all trial amplitudes is
unbounded below. -/
theorem not_bddBelow_hylleraas (e v : ι → ℝ) (n m : ι) (hm : e m < e n) :
    ¬ BddBelow (Set.range (hylleraas e v n)) := by
  rintro ⟨C, hC⟩
  have hmn : m ≠ n := fun hh => by rw [hh] at hm; exact lt_irrefl _ hm
  have hd : 0 < e n - e m := sub_pos.mpr hm
  have hd' : e n - e m ≠ 0 := hd.ne'
  -- put one large amplitude on the lower level `m`
  obtain ⟨t, ht, hdt⟩ : ∃ t : ℝ, 1 ≤ t ∧ 2 * |v m| + |C| + 1 ≤ (e n - e m) * t := by
    refine ⟨(2 * |v m| + |C| + 1) / (e n - e m) + 1, ?_, ?_⟩
    · have : 0 ≤ (2 * |v m| + |C| + 1) / (e n - e m) := by positivity
      linarith
    · have : (e n - e m) * ((2 * |v m| + |C| + 1) / (e n - e m)) = 2 * |v m| + |C| + 1 := by
        field_simp
      rw [mul_add, this]
      linarith
  have hJ : hylleraas e v n (fun k => if k = m then t else 0) =
      (e m - e n) * t ^ 2 + 2 * v m * t := by
    unfold hylleraas
    rw [Finset.sum_eq_single m]
    · simp
    · intro k _ hk
      simp [hk]
    · intro hm'
      exact absurd (Finset.mem_erase.mpr ⟨hmn, Finset.mem_univ m⟩) hm'
  have hle : C ≤ hylleraas e v n (fun k => if k = m then t else 0) := hC ⟨_, rfl⟩
  rw [hJ] at hle
  have h1 : |C| + 1 ≤ (e n - e m) * t - 2 * v m := by linarith [le_abs_self (v m)]
  have h2 : 0 ≤ (t - 1) * ((e n - e m) * t - 2 * v m) :=
    mul_nonneg (by linarith) (by linarith [abs_nonneg C])
  have h3 : (e m - e n) * t ^ 2 + 2 * v m * t =
      -((t - 1) * ((e n - e m) * t - 2 * v m)) - ((e n - e m) * t - 2 * v m) := by ring
  linarith [neg_abs_le C]

/-- With first-order amplitudes on the lower levels the functional is at least the second-order
energy; with first-order amplitudes on the higher levels it is at most that energy. -/
theorem secondOrder_saddle (e v : ι → ℝ) (n : ι) (h : ∀ k, k ≠ n → e k ≠ e n) (x : ι → ℝ) :
    ((∀ k, e k < e n → x k = amplitude e v n k) → secondOrder e v n ≤ hylleraas e v n x) ∧
    ((∀ k, e n < e k → x k = amplitude e v n k) → hylleraas e v n x ≤ secondOrder e v n) := by
  rw [hylleraas_eq e v n h x]
  constructor
  · intro hx
    have : 0 ≤ ∑ k ∈ univ.erase n, (e k - e n) * (x k - amplitude e v n k) ^ 2 := by
      refine Finset.sum_nonneg fun k _ => ?_
      rcases lt_or_ge (e k) (e n) with hlt | hge
      · rw [hx k hlt]
        simp
      · exact mul_nonneg (sub_nonneg.mpr hge) (sq_nonneg _)
    linarith
  · intro hx
    have : ∑ k ∈ univ.erase n, (e k - e n) * (x k - amplitude e v n k) ^ 2 ≤ 0 := by
      refine Finset.sum_nonpos fun k _ => ?_
      rcases lt_or_ge (e n) (e k) with hlt | hge
      · rw [hx k hlt]
        simp
      · have := mul_nonneg (sub_nonneg.mpr hge) (sq_nonneg (x k - amplitude e v n k))
        linarith
    linarith

end

end ExcitedStateHylleraas
```

```lean
#print axioms ExcitedStateHylleraas.minimiser_unique
#print axioms ExcitedStateHylleraas.isLeast_secondOrder_iff
#print axioms ExcitedStateHylleraas.not_bddBelow_hylleraas
#print axioms ExcitedStateHylleraas.secondOrder_saddle
```

```
'ExcitedStateHylleraas.minimiser_unique' depends on axioms: [propext, Classical.choice, Quot.sound]
'ExcitedStateHylleraas.isLeast_secondOrder_iff' depends on axioms: [propext, Classical.choice, Quot.sound]
'ExcitedStateHylleraas.not_bddBelow_hylleraas' depends on axioms: [propext, Classical.choice, Quot.sound]
'ExcitedStateHylleraas.secondOrder_saddle' depends on axioms: [propext, Classical.choice, Quot.sound]
```

## Levels, couplings and the constraint

The setting is Rayleigh–Schrödinger perturbation theory in the eigenbasis of the unperturbed Hamiltonian. The finite type `ι` labels the basis states, `e k` is the unperturbed energy $e(k)$, and `v k` is the real matrix element $v(k)$ of the perturbation between states $k$ and $n$. A trial first-order wavefunction is given by its real amplitudes $x(k)$. Its Hylleraas functional, `hylleraas`, is

$$J(x)=\sum_{k\neq n}\left[(e(k)-e(n))\,x(k)^2+2v(k)x(k)\right].$$

The sum omits $k=n$, so $x(n)$ and the first-order energy $v(n)$ play no part in it. The full second-order energy, `secondOrder`, and its part from the lower levels, `lowerPart`, are

$$E_2=\sum_{k\neq n}\frac{v(k)^2}{e(n)-e(k)},\qquad L=\sum_{e(k)<e(n)}\frac{v(k)^2}{e(n)-e(k)}.$$

Every term of $L$ is non-negative, because its numerator is a square and its denominator is positive. At second order, then, a lower level that is coupled to state $n$ pushes it up.

The predicate `VanishesBelow e n x` says that $x(k)=0$ whenever $e(k)<e(n)$. Physically, the trial function is orthogonal to all the lower unperturbed states. The hypothesis `h`, that $e(k)\neq e(n)$ for every $k\neq n$, says that state $n$ is non-degenerate, so that its energy denominators are non-zero. Other levels may be degenerate among themselves. Every theorem here that involves $E_2$ assumes `h`.

The main theorem, `isLeast_hylleraas`, says that $E_2-L$ is the least value of $J$ over the constrained amplitudes. `IsLeast` has two parts: some allowed $x$ reaches the value, and no allowed $x$ goes below it. If nothing lies below $n$, then $L=0$ and the minimum is $E_2$, as for a ground state.

The Hylleraas principle is usually stated for a general unperturbed Hamiltonian and trial functions in its domain. Here the Hamiltonian is already diagonal, the basis is finite and everything is real; continuous spectra and approximate unperturbed states are not treated.

## Three levels worked by hand

Let the energies be $0$, $1$ and $3$, with $n$ the middle level. Call the lower level $m$ and the upper level $b$, and take $v(m)=1$ and $v(b)=2$. Then

$$E_2=\frac{1}{1}+\frac{4}{-2}=-1,\qquad L=1,$$

$$J=-x(m)^2+2x(m)+2x(b)^2+4x(b).$$

With $x(m)=0$ the minimum is at $x(b)=-1$, where $J=-2=E_2-L$. Even the poorer choice $x(b)=-\tfrac12$ gives $-1.5$, already below $E_2$. With $x(m)=1$, its first-order value, $J=-1+2(x(b)+1)^2$, which never falls below $E_2$.

## Completing the square level by level

Write $d=e(n)-e(k)$ for one level $k\neq n$. Expanding the square on the right confirms

$$-d\,x(k)^2+2v(k)x(k)=\frac{v(k)^2}{d}-d\left(x(k)-\frac{v(k)}{d}\right)^2.$$

This is `complete_square`, where `field_simp` clears the denominators and `ring` compares the polynomials. The quantity $a(k)=v(k)/(e(n)-e(k))$ is the first-order amplitude, `amplitude`. Summing over $k\neq n$ gives `hylleraas_eq`:

$$J(x)=E_2+\sum_{k\neq n}(e(k)-e(n))\,(x(k)-a(k))^2.$$

In Lean, `Finset.sum_congr` reduces this equality of sums to single terms, and `linear_combination` closes each one with the completed square. The weights are positive for higher levels and negative for lower ones.

Now impose the constraint. A lower level has $x(k)=0$ and contributes nothing to $J$. A higher level contributes its second-order term plus a positively weighted square. Since the second-order terms of the higher levels add up to $E_2-L$,

$$J(x)=E_2-L+\sum_{e(k)>e(n)}(e(k)-e(n))\,(x(k)-a(k))^2.$$

The theorem `hylleraas_eq_of_vanishesBelow` states this with a sum over all $k\neq n$ and with `upperAmplitude`, which equals $a(k)$ above $e(n)$ and zero elsewhere, so the lower terms of the sum vanish. Its proof first writes $L$ as a sum over the same index set, with zeros for the higher levels, and then treats lower and higher levels as separate cases.

## The minimum and its minimiser

Each remaining square has a non-negative weight, so $J(x)\ge E_2-L$. Setting $x(k)=a(k)$ on the higher levels and $x(k)=0$ on the lower ones makes all the squares vanish, which attains the bound. The proof of `isLeast_hylleraas` follows these two steps: `upperAmplitude` is the witness, and `deviation_nonneg` supplies the signs for the lower bound.

If a constrained $x$ reaches the minimum, the sum of non-negative terms is zero, so each term is zero. The gaps are non-zero, hence $x(k)$ equals `upperAmplitude` for every $k\neq n$. This is `minimiser_unique`; the component $x(n)$ stays free because $J$ does not contain it.

The constrained minimum equals $E_2$ exactly when $L=0$. As $L$ is a sum of non-negative terms with positive denominators, this happens exactly when $v(k)=0$ for every lower level. In `isLeast_secondOrder_iff`, the forward direction uses the uniqueness of a least element to obtain $L=0$ and then reads off the terms; the converse substitutes the zero couplings.

## Without the constraint, and with better values for the lower amplitudes

Suppose that some level $m$ lies below $n$, and put the amplitude $t$ on $m$ and zero elsewhere. With $d=e(n)-e(m)>0$,

$$J=-dt^2+2v(m)t=-t\,(dt-2v(m)),$$

which tends to $-\infty$ as $t$ grows. The theorem `not_bddBelow_hylleraas` makes this explicit. Given a supposed lower bound $C$, it chooses $t\ge 1$ with $dt\ge 2|v(m)|+|C|+1$. Then $dt-2v(m)\ge |C|+1$, so $J\le -|C|-1<C$, a contradiction. This result does not need the non-degeneracy hypothesis.

The identity for $J$ around the full first-order amplitudes also shows which restrictions give bounds on $E_2$ itself. If $x(k)=a(k)$ on all lower levels, the negatively weighted squares vanish and $J(x)\ge E_2$. If $x(k)=a(k)$ on all higher levels, the positively weighted squares vanish and $J(x)\le E_2$. The theorem `secondOrder_saddle` states both bounds and proves them by checking the sign of every term. When levels lie on both sides of $n$, $E_2$ is thus a saddle value: a minimum in the higher amplitudes and a maximum in the lower ones.

For variational calculations of excited-state second-order energies, the consequence within this finite, diagonal model is that orthogonality to the lower unperturbed states keeps the minimisation bounded but does not make its result an upper bound to $E_2$. Fixing the lower amplitudes at their first-order values does give such a bound.
